# Integrability over positive times of the survival probability under a relaxing nucleation hazard

In this model the nucleation hazard is J(1 − e^(−t/τ)), with steady rate J > 0 and relaxation time τ > 0, and S(t), the probability that no nucleus has appeared up to time t, is the exponential of minus the hazard integrated from 0 to t. The lemma `integrable_survival` states that S(t) and e^(−t/τ) S(t) are both integrable over t > 0. The attempt bounds S(t) by the integrable function e^(Jτ) e^(−Jt), using the earlier result `survival_le`. It then bounds the second function by S(t), since e^(−t/τ) < 1 for t > 0.

The failing Lean file:

```lean
import Mathlib

open MeasureTheory Filter Set Topology

namespace IntegrableSurvival

noncomputable section

/-- Nucleation hazard at time `t ≥ 0`, with steady rate `J > 0` and relaxation time `τ > 0`. -/
def hazard (J τ t : ℝ) : ℝ := J * (1 - Real.exp (-t / τ))

/-- Probability that no nucleus has appeared up to time `t`: the exponential of minus the hazard
accumulated since time zero, for `J, τ > 0` and `t ≥ 0`. -/
def survival (J τ t : ℝ) : ℝ := Real.exp (-∫ s in (0 : ℝ)..t, hazard J τ s)

/-- The hazard is a continuous function of time. -/
theorem continuous_hazard (J τ : ℝ) : Continuous (hazard J τ) := by
  unfold hazard
  fun_prop

/-- Closed form of the function `survival` for `τ ≠ 0`. -/
theorem survival_eq {τ : ℝ} (J : ℝ) (hτ : τ ≠ 0) (t : ℝ) :
    survival J τ t = Real.exp (-(J * (t - τ + τ * Real.exp (-t / τ)))) := by
  have hd : ∀ s ∈ uIcc 0 t,
      HasDerivAt (fun s => J * (s + τ * Real.exp (-s / τ))) (hazard J τ s) s := by
    intro s _
    have h1 : HasDerivAt (fun s : ℝ => -s / τ) (-1 / τ) s :=
      (hasDerivAt_id' s).fun_neg.div_const τ
    refine (((hasDerivAt_id' s).fun_add (h1.exp.const_mul τ)).const_mul J).congr_deriv ?_
    unfold hazard
    linear_combination (-J * Real.exp (-s / τ)) * mul_inv_cancel₀ hτ
  unfold survival
  rw [intervalIntegral.integral_eq_sub_of_hasDerivAt hd
    ((continuous_hazard J τ).intervalIntegrable 0 t)]
  congr 1
  rw [neg_zero, zero_div, Real.exp_zero]
  ring

/-- Rate equation: the time derivative of `survival` is minus `hazard` times `survival`. -/
theorem hasDerivAt_survival (J τ t : ℝ) :
    HasDerivAt (survival J τ) (-(hazard J τ t * survival J τ t)) t := by
  have h := ((continuous_hazard J τ).integral_hasStrictDerivAt 0 t).hasDerivAt
  refine h.fun_neg.exp.congr_deriv ?_
  unfold survival
  ring

/-- For `J, τ > 0` the survival probability never exceeds the steady-state exponential
delayed by `τ`. -/
theorem survival_le {J τ : ℝ} (hJ : 0 < J) (hτ : 0 < τ) (t : ℝ) :
    survival J τ t ≤ Real.exp (J * τ) * Real.exp (-J * t) := by
  rw [survival_eq J hτ.ne', ← Real.exp_add]
  apply Real.exp_le_exp.2
  nlinarith [mul_pos (mul_pos hJ hτ) (Real.exp_pos (-t / τ))]

private theorem integrable_survival {J τ : ℝ} (hJ : 0 < J) (hτ : 0 < τ) :
    IntegrableOn (survival J τ) (Ioi 0) ∧
      IntegrableOn (fun t => Real.exp (-t / τ) * survival J τ t) (Ioi 0) := by
  have hc : Continuous (survival J τ) :=
    continuous_iff_continuousAt.2 fun t => (hasDerivAt_survival J τ t).continuousAt
  have hS : IntegrableOn (survival J τ) (Ioi 0) := by
    refine Integrable.mono' (Integrable.const_mul (exp_neg_integrableOn_Ioi 0 hJ)
      (Real.exp (J * τ))) hc.aestronglyMeasurable (Eventually.of_forall fun t => ?_)
    rw [Real.norm_of_nonneg (Real.exp_pos _).le]
    exact survival_le hJ hτ t
  refine ⟨hS, Integrable.mono' hS (Continuous.aestronglyMeasurable (by fun_prop))
    ((ae_restrict_iff' measurableSet_Ioi).2 (Eventually.of_forall fun t ht => ?_))⟩
  have hp : 0 < survival J τ t := Real.exp_pos _
  have he : Real.exp (-t / τ) < 1 :=
    Real.exp_lt_one (div_neg_of_neg_of_pos (neg_lt_zero.2 ht) hτ)
  rw [Real.norm_of_nonneg (mul_pos (Real.exp_pos _) hp).le]
  nlinarith

end

end IntegrableSurvival
```

The error:

```
Main.lean:63:8: error: Tactic `rewrite` failed: Did not find an occurrence of the pattern
  ‖Real.exp ?m.119‖
in the target expression
  ‖survival J τ t‖ ≤ Real.exp (J * τ) * Real.exp (-J * t)

J τ : ℝ
hJ : 0 < J
hτ : 0 < τ
hc : Continuous (survival J τ)
t : ℝ
⊢ ‖survival J τ t‖ ≤ Real.exp (J * τ) * Real.exp (-J * t)
Main.lean:69:4: error(lean.unknownIdentifier): Unknown constant `Real.exp_lt_one`
```

What went wrong. The first message says that `rw` found no norm of the form `‖Real.exp ?m.119‖` in the goal. The term `Real.exp_pos _` fixed that pattern, but the goal contains `‖survival J τ t‖`. Although `survival` is defined as an exponential, `rw` does not unfold an ordinary definition like this one to find a match. The repair first states `hp : 0 < survival J τ t`. Lean accepts `Real.exp_pos _` as its proof, because checking a term against a stated type may unfold `survival`. With `hp.le`, the rewrite then looks for `‖survival J τ t‖`, which is in the goal.

The second message says that no constant named `Real.exp_lt_one` exists. The repair uses the equivalence `Real.exp_lt_one_iff`, whose direction `.2` derives `Real.exp (-t / τ) < 1` from `-t / τ < 0`. The proof of that negativity was already there and is unchanged.

After these edits no error is left:

```diff
@@ -61,5 +61,6 @@
     refine Integrable.mono' (Integrable.const_mul (exp_neg_integrableOn_Ioi 0 hJ)
       (Real.exp (J * τ))) hc.aestronglyMeasurable (Eventually.of_forall fun t => ?_)
-    rw [Real.norm_of_nonneg (Real.exp_pos _).le]
+    have hp : 0 < survival J τ t := Real.exp_pos _
+    rw [Real.norm_of_nonneg hp.le]
     exact survival_le hJ hτ t
   refine ⟨hS, Integrable.mono' hS (Continuous.aestronglyMeasurable (by fun_prop))
@@ -67,5 +68,5 @@
   have hp : 0 < survival J τ t := Real.exp_pos _
   have he : Real.exp (-t / τ) < 1 :=
-    Real.exp_lt_one (div_neg_of_neg_of_pos (neg_lt_zero.2 ht) hτ)
+    Real.exp_lt_one_iff.2 (div_neg_of_neg_of_pos (neg_lt_zero.2 ht) hτ)
   rw [Real.norm_of_nonneg (mul_pos (Real.exp_pos _) hp).le]
   nlinarith
```
